# Mehrstellen equations with commuting Hermitian stencils, invertible weight and real potential have real eigenvalues and orthogonal eigenspaces

The energy $e$ and the grid function $\psi$ are taken to be complex from the start, even when every matrix in the problem is real. A real matrix that is not symmetric can have complex eigenvalues, so reality of $e$ has to come out as a conclusion and must not be built into its type.

The equation is a compact discretization of $-\tfrac12\nabla^2\psi+V\psi=e\psi$ in atomic units. A Mehrstellen scheme averages the equation over neighbouring grid points with a weight matrix $B$, and uses a difference stencil $A$ for which $A\psi$ approximates $B\nabla^2\psi$. The result is

$$\left(-\tfrac12A+BV\right)\psi=e\,B\psi .$$

The grid is a finite index set `ι`, with no geometry assumed.

```lean
import Mathlib

open Matrix
open scoped ComplexOrder

namespace MehrstellenSpectrum

noncomputable section

variable {ι : Type*} [Fintype ι] [DecidableEq ι]
```

## The generalized equation and its eigenpairs

The matrix on the left is $M=-\tfrac12A+BV$. Its adjoint is $-\tfrac12A+VB$ for Hermitian $A$, $B$, $V$, so $M$ is in general not Hermitian. The usual argument for a generalized Hermitian problem, which gives orthogonality weighted by $B$, therefore does not apply directly.

```lean
/-- The left-hand matrix `-A/2 + B V` of the Mehrstellen equation, with difference stencil `A`,
weight matrix `B` and potential `V`. -/
def mehrstellenOp (A B V : Matrix ι ι ℂ) : Matrix ι ι ℂ :=
  -((1 / 2 : ℂ) • A) + B * V
```

An eigenpair $(e,\psi)$ consists of a complex number and a nonzero complex grid function with $M\psi=eB\psi$.

```lean
/-- A nonzero grid function `ψ` and a complex number `e` that solve
`(-A/2 + B V) ψ = e B ψ`. -/
def IsEigenpair (A B V : Matrix ι ι ℂ) (e : ℂ) (ψ : ι → ℂ) : Prop :=
  ψ ≠ 0 ∧ mehrstellenOp A B V *ᵥ ψ = e • (B *ᵥ ψ)
```

In Lean, `*ᵥ` applies a matrix to a vector and `•` multiplies by a scalar. The potential `V` may be any matrix here; the results below on a Hermitian $H$, real energies and orthogonality take it to be Hermitian, which includes a real diagonal potential. Real symmetric $A$ and $B$ are likewise included, as complex matrices with real entries.

## When the effective Hamiltonian is Hermitian

For invertible $B$, define $H$ by $BH=M$, so that $H=-\tfrac12B^{-1}A+V$. Multiplying by $B$ from the right gives

$$BHB=-\tfrac12AB+BVB .$$

Taking the adjoint, with $A$, $B$ and $V$ Hermitian, gives

$$BH^\dagger B=-\tfrac12BA+BVB .$$

If $H=H^\dagger$, the left-hand sides agree, and hence $AB=BA$. Conversely, if $AB=BA$, then $BH^\dagger B=BHB$, and cancelling $B$ on both sides gives $H^\dagger=H$.

```lean
/-- Let `A`, `B`, `V` be Hermitian and `B` invertible. The effective Hamiltonian `H`, fixed by
`B H = -A/2 + B V`, is Hermitian exactly when `A` and `B` commute. -/
theorem effective_isHermitian_iff {A B V H : Matrix ι ι ℂ} (hA : A.IsHermitian)
    (hB : B.IsHermitian) (hV : V.IsHermitian) (hU : IsUnit B)
    (hH : B * H = mehrstellenOp A B V) : H.IsHermitian ↔ A * B = B * A := by
  have hs : star (1 / 2 : ℂ) = 1 / 2 := by simp
  have h1 : B * H * B = -((1 / 2 : ℂ) • (A * B)) + B * V * B := by
    rw [hH, mehrstellenOp, Matrix.add_mul, Matrix.neg_mul, Matrix.smul_mul]
  -- the adjoint of the same identity has `A` and `B` interchanged
  have h2 : B * Hᴴ * B = -((1 / 2 : ℂ) • (B * A)) + B * V * B := by
    have h := congrArg conjTranspose h1
    simp only [conjTranspose_add, conjTranspose_neg, conjTranspose_smul, conjTranspose_mul,
      hA.eq, hB.eq, hV.eq, hs] at h
    simpa only [Matrix.mul_assoc] using h
  constructor
  · intro h
    rw [h.eq, h1] at h2
    linear_combination (norm := module) (-2 : ℂ) • h2
  · intro h
    have h3 : B * Hᴴ * B = B * H * B := by rw [h1, h2, h]
    exact hU.mul_left_cancel (hU.mul_right_cancel h3)
```

The two displayed identities are `h1` and `h2`. Hypothesis `hU : IsUnit B` says that $B$ is invertible, and it justifies the two cancellations. Translation invariance is one sufficient condition for commutation: on a uniform periodic grid, stencils that are the same at every point commute.

## From the generalized to the ordinary equation

Since $M=BH$, the equation $M\psi=eB\psi$ reads $B(H\psi)=B(e\psi)$. An invertible $B$ is injective on vectors, so this is equivalent to

$$H\psi=e\psi .$$

```lean
/-- For invertible `B` and `B H = -A/2 + B V`, the generalized equation for `ψ` is equivalent to
the ordinary eigenvalue equation `H ψ = e ψ`. -/
theorem equation_iff_effective {A B V H : Matrix ι ι ℂ} (hU : IsUnit B)
    (hH : B * H = mehrstellenOp A B V) (e : ℂ) (ψ : ι → ℂ) :
    mehrstellenOp A B V *ᵥ ψ = e • (B *ᵥ ψ) ↔ H *ᵥ ψ = e • ψ := by
  rw [← hH, ← Matrix.mulVec_mulVec, ← Matrix.mulVec_smul]
  exact (Matrix.mulVec_injective_of_isUnit hU).eq_iff
```

This equivalence needs neither Hermitian matrices nor commutation.

## Moving the Hamiltonian across the inner product

Write $\langle\psi,\varphi\rangle=\sum_i\overline{\psi_i}\,\varphi_i$, which is `star ψ ⬝ᵥ φ` in Lean. It is conjugate-linear in the first argument and contains no factor of $B$. For eigenpairs $(e,\psi)$ and $(f,\varphi)$, with $H$ Hermitian,

$$\bar e\,\langle\psi,\varphi\rangle=\langle H\psi,\varphi\rangle=\langle\psi,H\varphi\rangle=f\,\langle\psi,\varphi\rangle .$$

```lean
/-- For Hermitian `A`, `B`, `V` with `B` invertible and commuting with `A`, two eigenpairs
`(e, ψ)` and `(f, φ)` satisfy `conj(e) ⟨ψ, φ⟩ = f ⟨ψ, φ⟩` in the ordinary inner product. -/
theorem overlap_identity {A B V : Matrix ι ι ℂ} (hA : A.IsHermitian) (hB : B.IsHermitian)
    (hV : V.IsHermitian) (hU : IsUnit B) (hAB : A * B = B * A) {e f : ℂ} {ψ φ : ι → ℂ}
    (hψ : IsEigenpair A B V e ψ) (hφ : IsEigenpair A B V f φ) :
    star e * (star ψ ⬝ᵥ φ) = f * (star ψ ⬝ᵥ φ) := by
  obtain ⟨C, hC⟩ := hU.exists_right_inv
  have hH : B * (C * mehrstellenOp A B V) = mehrstellenOp A B V := by
    rw [← mul_assoc, hC, one_mul]
  have hh := (effective_isHermitian_iff hA hB hV hU hH).2 hAB
  have h1 := (equation_iff_effective hU hH e ψ).1 hψ.2
  have h2 := (equation_iff_effective hU hH f φ).1 hφ.2
  -- move the effective Hamiltonian from one side of the inner product to the other
  calc star e * (star ψ ⬝ᵥ φ) = star (e • ψ) ⬝ᵥ φ := by
        rw [star_smul, smul_dotProduct, smul_eq_mul]
    _ = star ψ ⬝ᵥ ((C * mehrstellenOp A B V) *ᵥ φ) := by
        rw [← h1, Matrix.star_mulVec, hh.eq, Matrix.dotProduct_mulVec]
    _ = f * (star ψ ⬝ᵥ φ) := by rw [h2, dotProduct_smul, smul_eq_mul]
```

The proof takes an inverse `C` of $B$ and uses $H=CM$. The earlier two theorems then supply that $H$ is Hermitian and that both vectors satisfy the ordinary equation. The `calc` block is the chain above.

## Real energies and orthogonal eigenvectors

Set $\varphi=\psi$ and $f=e$. Then $\bar e\,\langle\psi,\psi\rangle=e\,\langle\psi,\psi\rangle$, and $\langle\psi,\psi\rangle\neq0$ because $\psi\neq0$. Hence $\bar e=e$. For two eigenpairs the identity now becomes

$$(e-f)\,\langle\psi,\varphi\rangle=0,$$

so $e\neq f$ forces $\langle\psi,\varphi\rangle=0$.

```lean
/-- Let `A`, `B`, `V` be Hermitian, with `B` invertible and commuting with `A`. Every eigenvalue
of `(-A/2 + B V) ψ = e B ψ` is real, and eigenvectors belonging to different eigenvalues are
orthogonal in the ordinary inner product. -/
theorem real_and_orthogonal {A B V : Matrix ι ι ℂ} (hA : A.IsHermitian) (hB : B.IsHermitian)
    (hV : V.IsHermitian) (hU : IsUnit B) (hAB : A * B = B * A) :
    (∀ e ψ, IsEigenpair A B V e ψ → e.im = 0) ∧
    (∀ e f ψ φ, IsEigenpair A B V e ψ → IsEigenpair A B V f φ → e ≠ f →
      star ψ ⬝ᵥ φ = 0) := by
  have hreal : ∀ e ψ, IsEigenpair A B V e ψ → star e = e := by
    intro e ψ h
    have hne : star ψ ⬝ᵥ ψ ≠ 0 := fun h0 => h.1 (dotProduct_star_self_eq_zero.1 h0)
    exact mul_right_cancel₀ hne (overlap_identity hA hB hV hU hAB h h)
  refine ⟨fun e ψ h => Complex.conj_eq_iff_im.1 (hreal e ψ h), ?_⟩
  intro e f ψ φ hψ hφ hef
  have h := overlap_identity hA hB hV hU hAB hψ hφ
  rw [hreal e ψ hψ] at h
  by_contra hne
  exact hef (mul_right_cancel₀ hne h)
```

The two halves of the conclusion are the two statements joined by `∧`, with reality written as `e.im = 0`. In both halves the proof cancels a nonzero inner product with `mul_right_cancel₀`; for orthogonality, that it is nonzero is the assumption being refuted. The theorem does not say that eigenvectors with the same eigenvalue are orthogonal: independent vectors in a degenerate eigenspace need not be, but they can be orthogonalized within it.

Invertibility of $B$ has to be checked for each stencil and grid. The fourth-order three-dimensional weight, with $1/2$ at the centre and $1/12$ at each of the six nearest neighbours, is singular on a periodic grid with an even number of points in every direction: it sends the grid function that alternates in sign between neighbours to zero. The theorem does not cover that case.

## A two-point problem with eigenvalue $i$

Without commutation the conclusion can fail. Label the grid points $0$ and $1$, and take

$$A=\begin{pmatrix}-6&-6\\-6&-18\end{pmatrix},\quad
B=\begin{pmatrix}2&1\\1&2\end{pmatrix},\quad
V=\begin{pmatrix}-1&0\\0&-5\end{pmatrix}.$$

Here $\det B=3$, while the $(0,1)$ entries of $AB$ and $BA$ are $-18$ and $-30$. The left-hand matrix and the effective Hamiltonian are

$$M=\begin{pmatrix}1&-2\\2&-1\end{pmatrix},\qquad
H=B^{-1}M=\begin{pmatrix}0&-1\\1&0\end{pmatrix}.$$

For $\psi=(1,-i)$ one finds $M\psi=(1+2i,\,2+i)=i\,B\psi$, so $e=i$. A normalised eigenvector is $(1,-i)/\sqrt2$. The matrices are chosen to test the algebraic hypotheses; this $A$ is not a discretized Laplacian, and the example does not model a physical system.

```lean
/-- Commutation cannot be dropped: for these real symmetric `A` and `B`, which do not commute,
with `B` invertible and a real diagonal potential, the imaginary unit is an eigenvalue. -/
theorem imaginary_eigenvalue_without_commutation :
    (!![-6, -6; -6, -18] : Matrix (Fin 2) (Fin 2) ℂ).IsHermitian ∧
    (!![2, 1; 1, 2] : Matrix (Fin 2) (Fin 2) ℂ).IsHermitian ∧
    (!![-1, 0; 0, -5] : Matrix (Fin 2) (Fin 2) ℂ).IsHermitian ∧
    IsUnit (!![2, 1; 1, 2] : Matrix (Fin 2) (Fin 2) ℂ) ∧
    (!![-6, -6; -6, -18] * !![2, 1; 1, 2] : Matrix (Fin 2) (Fin 2) ℂ) ≠
      !![2, 1; 1, 2] * !![-6, -6; -6, -18] ∧
    IsEigenpair !![-6, -6; -6, -18] !![2, 1; 1, 2] !![-1, 0; 0, -5]
      Complex.I ![1, -Complex.I] := by
  refine ⟨?_, ?_, ?_, ?_, ?_, ?_, ?_⟩
  · exact Matrix.IsHermitian.ext fun i j => by fin_cases i <;> fin_cases j <;> simp
  · exact Matrix.IsHermitian.ext fun i j => by fin_cases i <;> fin_cases j <;> simp
  · exact Matrix.IsHermitian.ext fun i j => by fin_cases i <;> fin_cases j <;> simp
  · rw [Matrix.isUnit_iff_isUnit_det, Matrix.det_fin_two_of, isUnit_iff_ne_zero]
    norm_num
  · intro h
    have h01 := congrFun (congrFun h 0) 1
    norm_num [Matrix.mul_apply, Fin.sum_univ_succ] at h01
  · intro h
    simpa using congrFun h 0
  · funext i
    fin_cases i <;>
      simp [mehrstellenOp, Matrix.mulVec, dotProduct, Fin.sum_univ_succ,
        Complex.ext_iff] <;> norm_num
```

The theorem lists the properties in order: three Hermitian matrices, an invertible weight, failure of commutation, and the eigenpair. The proof checks invertibility through the determinant and the other properties by computing entries.

## The Numerov matrices on a ring

For a one-dimensional periodic grid with $n$ points, let

$$(D\psi)_i=\psi_{i+1}+\psi_{i-1}-2\psi_i ,$$

with indices taken modulo $n$.

```lean
/-- The second difference `ψ(i+1) + ψ(i-1) - 2 ψ(i)` on a periodic grid, as a matrix. -/
def ringDifference (n : ℕ) : Matrix (ZMod n) (ZMod n) ℂ :=
  Matrix.of fun i j => (if j = i + 1 then 1 else 0) + (if j = i - 1 then 1 else 0)
    - 2 * (if j = i then 1 else 0)
```

The type `ZMod n` provides the cyclic indices. The entries of the difference matrix are sums, so neighbours that coincide are counted correctly: for $n=1$ the matrix is zero, and for $n=2$ the single other point enters twice.

With spacing $h$, the Numerov scheme uses $A=D/h^2$ and

$$B=1+\tfrac1{12}D,\qquad (B\psi)_i=\tfrac1{12}\left(\psi_{i+1}+10\,\psi_i+\psi_{i-1}\right).$$

The constant $1/12$ is the one that matches the leading $h^2$ error of the second difference.

```lean
/-- The Numerov weight matrix `1 + D/12` on a periodic grid, with `D` the second difference. -/
def numerovWeight (n : ℕ) : Matrix (ZMod n) (ZMod n) ℂ :=
  1 + (1 / 12 : ℂ) • ringDifference n
```

To apply the general theorem, first note that $D$ is real and symmetric: $j$ is the right neighbour of $i$ exactly when $i$ is the left neighbour of $j$.

```lean
/-- The second difference on a periodic grid is Hermitian. -/
theorem ringDifference_isHermitian (n : ℕ) : (ringDifference n).IsHermitian := by
  refine Matrix.IsHermitian.ext fun i j => ?_
  have h1 : i = j + 1 ↔ j = i - 1 := ⟨fun h => by rw [h]; ring, fun h => by rw [h]; ring⟩
  have h2 : i = j - 1 ↔ j = i + 1 := ⟨fun h => by rw [h]; ring, fun h => by rw [h]; ring⟩
  have h3 : i = j ↔ j = i := eq_comm
  simp only [ringDifference, Matrix.of_apply, h1, h2, h3]
  split_ifs <;> norm_num
```

Next, $B$ is invertible. Suppose $Bx=0$, and choose a grid point $i$ where $|x_i|$ is largest. Row $i$ of the equation says

$$10\,x_i=-(x_{i+1}+x_{i-1}),$$

and therefore

$$10\,|x_i|\le|x_{i+1}|+|x_{i-1}|\le2\,|x_i| .$$

Hence $x_i=0$. As this was the largest component, $x=0$.

```lean
/-- The Numerov weight matrix is invertible on a periodic grid with any positive number of
points. -/
theorem numerovWeight_isUnit (n : ℕ) [NeZero n] : IsUnit (numerovWeight n) := by
  rw [Matrix.isUnit_iff_isUnit_det, isUnit_iff_ne_zero]
  intro hdet
  obtain ⟨x, hx0, hx⟩ := Matrix.exists_mulVec_eq_zero_iff.2 hdet
  -- look at the grid point where the null vector is largest
  obtain ⟨i, hi⟩ := Finite.exists_max (fun i => ‖x i‖)
  have hD : (ringDifference n *ᵥ x) i = x (i + 1) + x (i - 1) - 2 * x i := by
    simp [ringDifference, Matrix.mulVec, dotProduct, sub_mul, add_mul,
      Finset.sum_add_distrib, Finset.sum_sub_distrib]
  have h := congrFun hx i
  rw [numerovWeight, Matrix.add_mulVec, Matrix.one_mulVec, Matrix.smul_mulVec] at h
  simp only [Pi.add_apply, Pi.smul_apply, hD, smul_eq_mul, Pi.zero_apply] at h
  have h10 : (10 : ℂ) * x i = -(x (i + 1) + x (i - 1)) := by linear_combination 12 * h
  have hn := congrArg norm h10
  have hten : ‖(10 : ℂ)‖ = 10 := by norm_num
  rw [norm_mul, norm_neg, hten] at hn
  have ht := norm_add_le (x (i + 1)) (x (i - 1))
  have hp : ‖x (i + 1)‖ ≤ ‖x i‖ := hi (i + 1)
  have hm : ‖x (i - 1)‖ ≤ ‖x i‖ := hi (i - 1)
  have hz : ‖x i‖ ≤ 0 := by linarith [norm_nonneg (x i)]
  exact hx0 (funext fun j => norm_le_zero_iff.1 ((hi j).trans hz))
```

If the determinant vanished, a nonzero null vector would exist, and the proof refutes this by the estimate above. The condition `[NeZero n]` says that $n\geq1$, so that the grid is a finite ring. For $n=0$ Lean's `ZMod n` is the infinite set of integers, and `ringDifference` is then the second difference on an infinite chain.

Finally, for $A=tD$ with $t$ real,

$$AB=tD+\tfrac t{12}D^2=BA .$$

All hypotheses are now met for every real potential $v$, with $t=1/h^2$ as the physical case.

```lean
/-- Numerov discretization on a periodic grid, with `D` the second difference, `A = t D` for real
`t` (`t = 1/h²` for spacing `h`), weight `1 + D/12` and any real potential `v`: all eigenvalues are
real, and eigenvectors of different eigenvalues are orthogonal in the ordinary inner product. -/
theorem numerov_real_and_orthogonal (n : ℕ) [NeZero n] (t : ℝ) (v : ZMod n → ℝ) :
    (∀ e ψ, IsEigenpair ((t : ℂ) • ringDifference n) (numerovWeight n)
      (Matrix.diagonal fun i => (v i : ℂ)) e ψ → e.im = 0) ∧
    (∀ e f ψ φ, IsEigenpair ((t : ℂ) • ringDifference n) (numerovWeight n)
        (Matrix.diagonal fun i => (v i : ℂ)) e ψ →
      IsEigenpair ((t : ℂ) • ringDifference n) (numerovWeight n)
        (Matrix.diagonal fun i => (v i : ℂ)) f φ → e ≠ f → star ψ ⬝ᵥ φ = 0) := by
  have hD := ringDifference_isHermitian n
  have hs : star (1 / 12 : ℂ) = 1 / 12 := by simp
  apply real_and_orthogonal
  · rw [Matrix.IsHermitian, conjTranspose_smul, hD.eq, Complex.star_def, Complex.conj_ofReal]
  · rw [Matrix.IsHermitian, numerovWeight, conjTranspose_add, conjTranspose_one,
      conjTranspose_smul, hD.eq, hs]
  · rw [Matrix.IsHermitian, Matrix.diagonal_conjTranspose]
    congr 1
    funext i
    exact Complex.conj_ofReal _
  · exact numerovWeight_isUnit n
  · -- the weight is a polynomial in the second difference
    simp only [numerovWeight, mul_add, add_mul, mul_one, one_mul, smul_mul_assoc,
      mul_smul_comm]
    module

end

end MehrstellenSpectrum
```

The proof applies `real_and_orthogonal` and discharges its five hypotheses in turn; the last one is the commutation just computed. For one particle in a fixed real local potential on this finite periodic grid, a Numerov calculation therefore has real energies, and states of different energy are orthogonal without a weight matrix in the overlap. The theorem concerns the discrete equation only and says nothing about how close its energies are to those of the continuum.

```lean
#print axioms MehrstellenSpectrum.real_and_orthogonal
-- 'MehrstellenSpectrum.real_and_orthogonal' depends on axioms: [propext, Classical.choice, Quot.sound]
#print axioms MehrstellenSpectrum.imaginary_eigenvalue_without_commutation
-- 'MehrstellenSpectrum.imaginary_eigenvalue_without_commutation' depends on axioms: [propext, Classical.choice, Quot.sound]
#print axioms MehrstellenSpectrum.numerov_real_and_orthogonal
-- 'MehrstellenSpectrum.numerov_real_and_orthogonal' depends on axioms: [propext, Classical.choice, Quot.sound]
```

## The same scheme in a box with hard walls

The argument carries over by hand to $n\geq1$ interior points with $\psi=0$ at both walls. The matrix $D$ then loses its two periodic corner links but stays real and symmetric, and $B=1+D/12$ still commutes with $A=tD$. In the invertibility estimate a missing neighbour contributes zero, so $10\,|x_i|\le2\,|x_i|$ holds as before. Real energies and ordinary orthogonality follow for every real potential that is finite in the box and at the walls. Finiteness at the walls makes $V\psi$ vanish there, so the weighted average has no wall term.
